# For two steps in series, linear error propagation gives zero variance at the rate maximum along a single error direction that speeds one step and slows the other

A kinetics code that turns computed energies into a rate can attach an error bar by linear propagation. It forms the gradient \(g\) of \(\ln r\) with respect to the energies, takes a covariance matrix \(C\) for their errors, and reports \(g^{\mathsf T}Cg\) as the variance of \(\ln r\). For two steps in series with one perfectly correlated error, this number can be zero although the rate does depend on the error. The note locates the point where that happens.

## The sensitivity vector and its zero

Let \(e\) be the vector of computed energies (in powers such as \(e^x\), the same letter is the base of natural logarithms), and let the two rate constants be

\[
k_1=\exp(c_1+a\cdot e),\qquad k_2=\exp(c_2+b\cdot e).
\]

At fixed temperature this is the Arrhenius or Eyring form: \(c_1\) and \(c_2\) hold the logarithms of the prefactors, and the vectors \(a\) and \(b\) hold the factors \(\pm 1/k_{\mathrm B}T\), multiplied by any linear scaling coefficients. Both constants are expressed in the same units, with concentrations absorbed. The steady-state rate of a cycle of two irreversible steps and its sensitivity vector are

\[
r=\frac{k_1k_2}{k_1+k_2},\qquad g=\frac{k_2\,a+k_1\,b}{k_1+k_2}.
\]

Perfect correlation means \(C=ss^{\mathsf T}\): all energies shift together along \(s\), whose entries are standard deviations with signs. Write \(\alpha=a\cdot s\) and \(\beta=b\cdot s\), and suppose \(\alpha>0>\beta\), so that a shift along \(s\) speeds the first step and slows the second. An error in the binding energy of an intermediate acts this way when stronger binding lowers the first barrier and raises the second.

Under this condition, for any starting vector of energies \(e_0\), \(\ln r\) has a unique maximum on the line \(e_0+ts\) with \(t\) real, and \(g^{\mathsf T}Cg\) vanishes there and nowhere else on the line.

## Where a code meets the zero

An implementation can compute the weight \(w=1/(1+\exp(\ln k_2-\ln k_1))=k_1/(k_1+k_2)\), then \(g=(1-w)a+wb\), then \(g^{\mathsf T}Cg\). In this two-step model, a scan along the line \(e_0+ts\) with \(s\) held fixed reports its smallest error bar, zero, at the top of the volcano curve if the scan includes that point.

That error bar can mislead. Take \(\alpha=2\) and \(\beta=-1\). At the maximum the linear variance is zero, yet a shift of \(+s\) lowers the rate by a factor of about 1.86 and a shift of \(-s\) by about 2.71. Evaluating \(r\) at \(e\pm s\) costs almost nothing and reveals the problem.

The weights in \(g\) are easily swapped. The vector \(a\) belongs to step 1 but carries the weight \(k_2/(k_1+k_2)\), which is large when step 1 is slow. The swapped expression \((k_1a+k_2b)/(k_1+k_2)\) is the gradient of \(\ln(k_1+k_2)\), which describes parallel channels. A finite-difference comparison with \(\ln r\), made for each energy in turn with a small enough step, exposes the swap wherever the two expressions differ.

## From the gradient to a strict maximum

**The gradient.** Along a line with direction \(v\), \(k_1\) has derivative \(k_1\,a\cdot v\) and \(k_2\) has derivative \(k_2\,b\cdot v\). Since \(\ln r=\ln k_1+\ln k_2-\ln(k_1+k_2)\), its derivative is

\[
a\cdot v+b\cdot v-\frac{k_1\,a\cdot v+k_2\,b\cdot v}{k_1+k_2}
=\frac{k_2\,a\cdot v+k_1\,b\cdot v}{k_1+k_2}=g\cdot v .
\]

**The variance.** For \(C=ss^{\mathsf T}\), \(g^{\mathsf T}Cg=(g\cdot s)^2\). It vanishes exactly where \(k_2\alpha+k_1\beta=0\), that is, where \(\ln r\) is stationary along \(s\).

**The rate ratio.** Let \(e\) be such a point. Inverse rates add, \(1/r=1/k_1+1/k_2\), and a shift \(us\) multiplies \(k_1\) by \(e^{u\alpha}\) and \(k_2\) by \(e^{u\beta}\). Hence

\[
\frac{r(e)}{r(e+us)}=\frac{k_2e^{-u\alpha}+k_1e^{-u\beta}}{k_1+k_2}.
\]

Stationarity fixes the weights as \(k_2/(k_1+k_2)=-\beta/(\alpha-\beta)\) and \(k_1/(k_1+k_2)=\alpha/(\alpha-\beta)\), so

\[
\frac{r(e)}{r(e+us)}=\frac{\alpha e^{-u\beta}-\beta e^{-u\alpha}}{\alpha-\beta}.
\]

**Strictness.** For \(x\neq0\), \(e^x>1+x\). Both \(\alpha\) and \(-\beta\) are positive, so for \(u\neq0\) the numerator exceeds \(\alpha(1-u\beta)-\beta(1-u\alpha)=\alpha-\beta\). The ratio is greater than 1, and every non-zero shift lowers the rate. Two distinct stationary points would each have the larger rate, so there is at most one.

**Existence.** With \(k_1\) and \(k_2\) evaluated at \(e_0\), the condition at \(e_0+ts\) reads \(k_2\alpha e^{t\beta}=-k_1\beta e^{t\alpha}\). Both sides are positive, and logarithms give

\[
t_0=\frac{\ln(k_2\alpha)-\ln(-k_1\beta)}{\alpha-\beta}.
\]

**The missing curvature.** Put \(N=k_2\alpha+k_1\beta\) and \(D=k_1+k_2\), so that \(g\cdot s=N/D\). Along \(s\), \(N'=k_2\beta\alpha+k_1\alpha\beta=\alpha\beta D\), and therefore \((N/D)'=\alpha\beta-ND'/D^2\). Where \(N=0\) this equals \(\alpha\beta\), so to second order \(\ln r\) changes by \(\tfrac12\alpha\beta u^2\) on a shift \(us\). Linear propagation omits this term.

**Equal signs.** If \(\alpha\) and \(\beta\) have the same sign, \(N\) is never zero and the variance is positive at all energies.

## The Lean file

```lean
import Mathlib

open Matrix

namespace TwoStepRateError

noncomputable section

/-- Parameters of two steps in series: the logarithms of the rate constants are
`c₁ + a · e` and `c₂ + b · e`, linear in the vector `e` of computed energies. -/
structure Model (ι : Type*) where
  c₁ : ℝ
  c₂ : ℝ
  a : ι → ℝ
  b : ι → ℝ

variable {ι : Type*} [Fintype ι]

/-- The rate constant `exp (c + a · e)` of a single step. -/
def rateConst (c : ℝ) (a e : ι → ℝ) : ℝ := Real.exp (c + a ⬝ᵥ e)

/-- The overall rate `k₁ k₂ / (k₁ + k₂)` of the two steps. -/
def Model.rate (M : Model ι) (e : ι → ℝ) : ℝ :=
  rateConst M.c₁ M.a e * rateConst M.c₂ M.b e /
    (rateConst M.c₁ M.a e + rateConst M.c₂ M.b e)

/-- The sensitivity vector `g = (k₂ a + k₁ b) / (k₁ + k₂)`. -/
def Model.grad (M : Model ι) (e : ι → ℝ) : ι → ℝ := fun i =>
  (rateConst M.c₂ M.b e * M.a i + rateConst M.c₁ M.a e * M.b i) /
    (rateConst M.c₁ M.a e + rateConst M.c₂ M.b e)

/-- The variance `gᵀ C g` of `ln r` given by linear error propagation from the
covariance matrix `C` of the energies. -/
def Model.variance (M : Model ι) (C : Matrix ι ι ℝ) (e : ι → ℝ) : ℝ :=
  M.grad e ⬝ᵥ (C *ᵥ M.grad e)

/-- Shifting the energies by `t s` multiplies a rate constant by `exp (t a · s)`. -/
theorem rateConst_shift (c : ℝ) (a e s : ι → ℝ) (t : ℝ) :
    rateConst c a (e + t • s) = rateConst c a e * Real.exp (t * (a ⬝ᵥ s)) := by
  simp only [rateConst, dotProduct_add, dotProduct_smul, smul_eq_mul]
  rw [← Real.exp_add, add_assoc]

/-- Along a line of energies with direction `s`, a rate constant `k` has derivative
`k (a · s)`. -/
theorem hasDerivAt_rateConst (c : ℝ) (a e s : ι → ℝ) (t : ℝ) :
    HasDerivAt (fun x : ℝ => rateConst c a (e + x • s))
      (rateConst c a (e + t • s) * (a ⬝ᵥ s)) t := by
  have hf : (fun x : ℝ => rateConst c a (e + x • s)) =
      fun x : ℝ => rateConst c a e * Real.exp (x * (a ⬝ᵥ s)) :=
    funext fun x => rateConst_shift c a e s x
  rw [hf, rateConst_shift]
  have h := (((hasDerivAt_id' t).mul_const (a ⬝ᵥ s)).exp).const_mul (rateConst c a e)
  exact h.congr_deriv (by ring)

/-- The component of the sensitivity vector along `s` is the average of `a · s` and
`b · s` with weights `k₂` and `k₁`. -/
theorem grad_dot (M : Model ι) (e s : ι → ℝ) :
    M.grad e ⬝ᵥ s =
      (rateConst M.c₂ M.b e * (M.a ⬝ᵥ s) + rateConst M.c₁ M.a e * (M.b ⬝ᵥ s)) /
        (rateConst M.c₁ M.a e + rateConst M.c₂ M.b e) := by
  simp only [Model.grad, dotProduct, Finset.mul_sum, ← Finset.sum_add_distrib,
    Finset.sum_div]
  refine Finset.sum_congr rfl fun i _ => ?_
  ring

/-- The derivative of `ln r` along any line of energies is the component of `g` along
the direction of the line. -/
theorem hasDerivAt_log_rate (M : Model ι) (e v : ι → ℝ) (t : ℝ) :
    HasDerivAt (fun x : ℝ => Real.log (M.rate (e + x • v)))
      (M.grad (e + t • v) ⬝ᵥ v) t := by
  have h₁ := hasDerivAt_rateConst M.c₁ M.a e v t
  have h₂ := hasDerivAt_rateConst M.c₂ M.b e v t
  have p₁ : 0 < rateConst M.c₁ M.a (e + t • v) := Real.exp_pos _
  have p₂ : 0 < rateConst M.c₂ M.b (e + t • v) := Real.exp_pos _
  have h := ((h₁.fun_mul h₂).fun_div (h₁.fun_add h₂) (add_pos p₁ p₂).ne').log
    (div_pos (mul_pos p₁ p₂) (add_pos p₁ p₂)).ne'
  rw [grad_dot]
  refine h.congr_deriv ?_
  generalize rateConst M.c₁ M.a (e + t • v) = x at *
  generalize rateConst M.c₂ M.b (e + t • v) = y at *
  have hxy : x + y ≠ 0 := (add_pos p₁ p₂).ne'
  field_simp
  ring

/-- For perfectly correlated errors, `C = s sᵀ`, the propagated variance is `(g · s)²`. -/
theorem variance_rank_one (M : Model ι) (e s : ι → ℝ) :
    M.variance (vecMulVec s s) e = (M.grad e ⬝ᵥ s) ^ 2 := by
  have h : vecMulVec s s *ᵥ M.grad e = (M.grad e ⬝ᵥ s) • s := by
    ext i
    simp only [Matrix.mulVec, dotProduct, Matrix.vecMulVec_apply, Pi.smul_apply,
      smul_eq_mul, Finset.sum_mul]
    refine Finset.sum_congr rfl fun j _ => ?_
    ring
  rw [Model.variance, h, dotProduct_smul, smul_eq_mul, sq]

/-- Write `α = a · s` and `β = b · s`. If `α ≠ β` and `g · s = 0` at `e`, the rate at `e` divided by
the rate at `e + u s` is `(α exp (-u β) - β exp (-u α)) / (α - β)`. -/
theorem rate_ratio (M : Model ι) (e s : ι → ℝ) (u : ℝ)
    (hne : M.a ⬝ᵥ s ≠ M.b ⬝ᵥ s) (h : M.grad e ⬝ᵥ s = 0) :
    M.rate e / M.rate (e + u • s) =
      ((M.a ⬝ᵥ s) * Real.exp (-(u * (M.b ⬝ᵥ s))) -
        (M.b ⬝ᵥ s) * Real.exp (-(u * (M.a ⬝ᵥ s)))) / (M.a ⬝ᵥ s - M.b ⬝ᵥ s) := by
  have p₁ : 0 < rateConst M.c₁ M.a e := Real.exp_pos _
  have p₂ : 0 < rateConst M.c₂ M.b e := Real.exp_pos _
  rw [grad_dot] at h
  have h0 := (div_eq_zero_iff.mp h).resolve_right (add_pos p₁ p₂).ne'
  simp only [Model.rate, rateConst_shift, Real.exp_neg]
  have pA := Real.exp_pos (u * (M.a ⬝ᵥ s))
  have pB := Real.exp_pos (u * (M.b ⬝ᵥ s))
  generalize Real.exp (u * (M.a ⬝ᵥ s)) = A at *
  generalize Real.exp (u * (M.b ⬝ᵥ s)) = B at *
  generalize rateConst M.c₁ M.a e = x at *
  generalize rateConst M.c₂ M.b e = y at *
  have hxy : x + y ≠ 0 := (add_pos p₁ p₂).ne'
  have hAB : x * A + y * B ≠ 0 := (add_pos (mul_pos p₁ pA) (mul_pos p₂ pB)).ne'
  -- inverse rates add, so the ratio is a weighted mean of exponentials
  have e1 : x * y / (x + y) / (x * A * (y * B) / (x * A + y * B)) =
      (x * B⁻¹ + y * A⁻¹) / (x + y) := by
    field_simp
  rw [e1, div_eq_div_iff hxy (sub_ne_zero.mpr hne)]
  linear_combination (A⁻¹ - B⁻¹) * h0

/-- If `a · s > 0 > b · s` and `g · s = 0` at `e`, every non-zero shift of the energies
along `s` lowers the rate. -/
theorem rate_lt_of_stationary (M : Model ι) (e s : ι → ℝ) {u : ℝ} (hu : u ≠ 0)
    (ha : 0 < M.a ⬝ᵥ s) (hb : M.b ⬝ᵥ s < 0) (h : M.grad e ⬝ᵥ s = 0) :
    M.rate (e + u • s) < M.rate e := by
  have hpos : 0 < M.rate (e + u • s) :=
    div_pos (mul_pos (Real.exp_pos _) (Real.exp_pos _))
      (add_pos (Real.exp_pos _) (Real.exp_pos _))
  rw [← one_lt_div hpos, rate_ratio M e s u (hb.trans ha).ne' h,
    one_lt_div (sub_pos.mpr (hb.trans ha))]
  -- the exponential lies strictly above its tangent
  have h₁ := mul_lt_mul_of_pos_left
    (Real.add_one_lt_exp (neg_ne_zero.mpr (mul_ne_zero hu hb.ne))) ha
  have h₂ := mul_lt_mul_of_pos_left
    (Real.add_one_lt_exp (neg_ne_zero.mpr (mul_ne_zero hu ha.ne'))) (neg_pos.mpr hb)
  linarith

/-- For `C = s sᵀ` and `a · s > 0 > b · s`, `ln r` along `e₀ + t s` has a unique maximum,
and the propagated variance `gᵀ C g` vanishes there and nowhere else on the line. -/
theorem variance_eq_zero_iff_maximum (M : Model ι) (e₀ s : ι → ℝ)
    (ha : 0 < M.a ⬝ᵥ s) (hb : M.b ⬝ᵥ s < 0) :
    ∃ t₀ : ℝ,
      (∀ t, t ≠ t₀ → Real.log (M.rate (e₀ + t • s)) < Real.log (M.rate (e₀ + t₀ • s))) ∧
      ∀ t, M.variance (vecMulVec s s) (e₀ + t • s) = 0 ↔ t = t₀ := by
  have hP : 0 < rateConst M.c₂ M.b e₀ * (M.a ⬝ᵥ s) := mul_pos (Real.exp_pos _) ha
  have hQ : 0 < rateConst M.c₁ M.a e₀ * -(M.b ⬝ᵥ s) :=
    mul_pos (Real.exp_pos _) (neg_pos.mpr hb)
  -- the balance `k₂ (a · s) = -k₁ (b · s)` is linear in `t` after taking logarithms
  obtain ⟨t₀, ht₀⟩ : ∃ t₀ : ℝ, t₀ * (M.a ⬝ᵥ s - M.b ⬝ᵥ s) =
      Real.log (rateConst M.c₂ M.b e₀ * (M.a ⬝ᵥ s)) -
        Real.log (rateConst M.c₁ M.a e₀ * -(M.b ⬝ᵥ s)) :=
    ⟨_, div_mul_cancel₀ _ (sub_pos.mpr (hb.trans ha)).ne'⟩
  have key : Real.log (rateConst M.c₂ M.b e₀ * (M.a ⬝ᵥ s)) + t₀ * (M.b ⬝ᵥ s) =
      Real.log (rateConst M.c₁ M.a e₀ * -(M.b ⬝ᵥ s)) + t₀ * (M.a ⬝ᵥ s) := by
    linarith
  have hexp := congrArg Real.exp key
  rw [Real.exp_add, Real.exp_add, Real.exp_log hP, Real.exp_log hQ] at hexp
  have hstat : M.grad (e₀ + t₀ • s) ⬝ᵥ s = 0 := by
    rw [grad_dot, rateConst_shift, rateConst_shift, div_eq_zero_iff]
    left
    linear_combination hexp
  have hmove : ∀ t t' : ℝ, e₀ + t • s = (e₀ + t' • s) + (t - t') • s := by
    intro t t'
    module
  have hlt : ∀ t t' : ℝ, t ≠ t' → M.grad (e₀ + t' • s) ⬝ᵥ s = 0 →
      M.rate (e₀ + t • s) < M.rate (e₀ + t' • s) := by
    intro t t' hne h
    rw [hmove t t']
    exact rate_lt_of_stationary M _ s (sub_ne_zero.mpr hne) ha hb h
  refine ⟨t₀, fun t ht => Real.log_lt_log ?_ (hlt t t₀ ht hstat), fun t => ?_⟩
  · exact div_pos (mul_pos (Real.exp_pos _) (Real.exp_pos _))
      (add_pos (Real.exp_pos _) (Real.exp_pos _))
  · rw [variance_rank_one, sq_eq_zero_iff]
    constructor
    · -- two stationary points would each have the larger rate
      intro h
      by_contra hne
      exact lt_asymm (hlt t t₀ hne hstat) (hlt t₀ t (Ne.symm hne) h)
    · rintro rfl
      exact hstat

/-- Where `g · s = 0`, the slope `g · s` of `ln r` along `s` has derivative
`(a · s) (b · s)`. -/
theorem curvature_of_stationary (M : Model ι) (e s : ι → ℝ) (h : M.grad e ⬝ᵥ s = 0) :
    HasDerivAt (fun t : ℝ => M.grad (e + t • s) ⬝ᵥ s) ((M.a ⬝ᵥ s) * (M.b ⬝ᵥ s)) 0 := by
  have h₁ := hasDerivAt_rateConst M.c₁ M.a e s 0
  have h₂ := hasDerivAt_rateConst M.c₂ M.b e s 0
  have p₁ : 0 < rateConst M.c₁ M.a e := Real.exp_pos _
  have p₂ : 0 < rateConst M.c₂ M.b e := Real.exp_pos _
  have hz : e + (0 : ℝ) • s = e := by rw [zero_smul, add_zero]
  have hs : rateConst M.c₁ M.a (e + (0 : ℝ) • s) +
      rateConst M.c₂ M.b (e + (0 : ℝ) • s) ≠ 0 := by
    rw [hz]
    exact (add_pos p₁ p₂).ne'
  rw [grad_dot] at h
  have h0 := (div_eq_zero_iff.mp h).resolve_right (add_pos p₁ p₂).ne'
  have hd := ((h₂.mul_const (M.a ⬝ᵥ s)).fun_add (h₁.mul_const (M.b ⬝ᵥ s))).fun_div
    (h₁.fun_add h₂) hs
  simp only [grad_dot]
  refine hd.congr_deriv ?_
  rw [hz, h0, zero_mul, sub_zero, div_eq_iff (pow_ne_zero 2 (add_pos p₁ p₂).ne')]
  ring

/-- If `a · s` and `b · s` have the same sign, the propagated variance for `C = s sᵀ` is
positive at all energies. -/
theorem variance_pos_of_same_sign (M : Model ι) (e s : ι → ℝ)
    (h : 0 < (M.a ⬝ᵥ s) * (M.b ⬝ᵥ s)) : 0 < M.variance (vecMulVec s s) e := by
  have p₁ : 0 < rateConst M.c₁ M.a e := Real.exp_pos _
  have p₂ : 0 < rateConst M.c₂ M.b e := Real.exp_pos _
  have hne : rateConst M.c₂ M.b e * (M.a ⬝ᵥ s) +
      rateConst M.c₁ M.a e * (M.b ⬝ᵥ s) ≠ 0 := by
    rcases mul_pos_iff.mp h with ⟨ha, hb⟩ | ⟨ha, hb⟩
    · exact (add_pos (mul_pos p₂ ha) (mul_pos p₁ hb)).ne'
    · exact (add_neg (mul_neg_of_pos_of_neg p₂ ha) (mul_neg_of_pos_of_neg p₁ hb)).ne
  rw [variance_rank_one, grad_dot]
  exact lt_of_le_of_ne (sq_nonneg _)
    (Ne.symm (pow_ne_zero 2 (div_ne_zero hne (add_pos p₁ p₂).ne')))

end

end TwoStepRateError
```

```lean
#print axioms TwoStepRateError.hasDerivAt_log_rate
#print axioms TwoStepRateError.variance_eq_zero_iff_maximum
#print axioms TwoStepRateError.curvature_of_stationary
#print axioms TwoStepRateError.variance_pos_of_same_sign
```

```
'TwoStepRateError.hasDerivAt_log_rate' depends on axioms: [propext, Classical.choice, Quot.sound]
'TwoStepRateError.variance_eq_zero_iff_maximum' depends on axioms: [propext, Classical.choice, Quot.sound]
'TwoStepRateError.curvature_of_stationary' depends on axioms: [propext, Classical.choice, Quot.sound]
'TwoStepRateError.variance_pos_of_same_sign' depends on axioms: [propext, Classical.choice, Quot.sound]
```

## How the statements and proofs match the derivation

The type `ι` labels the energies, of which there are finitely many, and `e : ι → ℝ` is the energy vector. A `Model ι` stores \(c_1,c_2,a,b\). The symbol `⬝ᵥ` is the dot product, `*ᵥ` applies a matrix to a vector, and `vecMulVec s s` is \(ss^{\mathsf T}\). `Real.log` is the natural logarithm.

`Model.grad` is defined by the formula for \(g\). Its link to differentiation is `hasDerivAt_log_rate`, which gives the derivative of \(\ln r\) along every line. That proof combines the product, quotient and logarithm rules, and `field_simp` and `ring` then reduce the result to the weighted average in `grad_dot`. `variance_rank_one` is the identity \(g^{\mathsf T}Cg=(g\cdot s)^2\).

`rate_ratio` is the closed form for the ratio. Inside its proof `x` and `y` stand for the rate constants and `A` and `B` for the exponentials \(e^{u\alpha}\) and \(e^{u\beta}\). The equation `e1` is the addition of inverse rates, and the final `linear_combination` inserts the stationarity condition `h0`. `rate_lt_of_stationary` applies `Real.add_one_lt_exp` twice, with the positive weights \(\alpha\) and \(-\beta\), and `linarith` adds the two inequalities.

The main theorem, `variance_eq_zero_iff_maximum`, assumes \(\alpha>0\) (`ha`) and \(\beta<0\) (`hb`). It states that some `t₀` exists for which \(\ln r\) is strictly smaller at every other `t`, and for which the variance at `t` is zero if and only if `t = t₀`. The proof obtains `t₀` from the logarithmic equation, exponentiates to get stationarity (`hstat`), and excludes a second stationary point with `lt_asymm`. `curvature_of_stationary` and `variance_pos_of_same_sign` are the last two steps of the derivation.

## One error direction, two irreversible steps

The maximum is established along \(s\) only. With several energies, \(g\) at that point is orthogonal to \(s\) but need not be zero, so an independent error in another direction can still contribute to \(g^{\mathsf T}Cg\). The theorems on the zero and on positivity concern \(C=ss^{\mathsf T}\), although `Model.variance` accepts any matrix.

`Model.variance` is the propagation formula itself. The file contains no probability distribution and does not bound the true spread of \(\ln r\) for random energies.

The rate expression is taken as a definition and is not derived from rate equations. Reverse reactions, coverage-dependent energies and further steps are absent, the logarithms of the rate constants are exactly linear in the energies, and the prefactors carry no error. The arithmetic is over the real numbers, so rounding and overflow remain the responsibility of the code.
